# A finite-order linear lattice symmetry whose integer matrix is congruent to the identity modulo 4 is the identity

In a lattice basis, a linear symmetry of a crystal lattice is an integer matrix `M`. The theorem `eq_one_of_congruent_four` says that if `M ^ k = 1` for some `k ≥ 1`, and every entry of `M - 1` is divisible by 4, then `M = 1`. The dimension is finite but otherwise arbitrary, and `M` need not preserve lengths. The proof writes `M = 1 + 4N` and goes by strong induction on `k`, using the square of `M` when `k` is even and an expansion of `M ^ k` when `k` is odd. In both cases a descent lemma, which shows that a certain matrix is divisible by every power of two, makes that matrix zero.

In Lean, a first try:

```lean
import Mathlib

open Matrix

namespace CrystallographicParity

variable {n : Type*} [Fintype n] [DecidableEq n]

/-- The integer matrix `M` agrees with the identity modulo `d`: every entry of `M - 1` is
divisible by `d`. -/
def CongruentToOne (d : ℤ) (M : Matrix n n ℤ) : Prop :=
  ∀ i j, d ∣ (M - 1) i j

omit [Fintype n] in
/-- A matrix agrees with the identity modulo `d` exactly when it is the identity plus `d` times
an integer matrix. -/
theorem congruentToOne_iff (d : ℤ) (M : Matrix n n ℤ) :
    CongruentToOne d M ↔ ∃ N : Matrix n n ℤ, M = 1 + d • N := by
  constructor
  · intro h
    choose N hN using h
    refine ⟨Matrix.of N, ?_⟩
    ext i j
    have h1 := hN i j
    simp only [Matrix.sub_apply] at h1
    simp only [Matrix.add_apply, Matrix.smul_apply, Matrix.of_apply, smul_eq_mul]
    linarith
  · rintro ⟨N, rfl⟩ i j
    refine ⟨N i j, ?_⟩
    simp only [Matrix.sub_apply, Matrix.add_apply, Matrix.smul_apply, smul_eq_mul]
    ring

/-- Descent: an even integer matrix `X` with `X = 2 m X + X² Q` vanishes. -/
theorem eq_zero_of_descent (X P₀ Q : Matrix n n ℤ) (m : ℤ) (h0 : X = (2 : ℤ) • P₀)
    (h : X = (2 * m) • X + X * X * Q) : X = 0 := by
  -- every power of two divides `X`
  have key : ∀ j : ℕ, ∃ P : Matrix n n ℤ, X = (2 ^ (j + 1) : ℤ) • P := by
    intro j
    induction j with
    | zero => exact ⟨P₀, by simpa using h0⟩
    | succ j ih =>
      obtain ⟨P, hP⟩ := ih
      have hsq : X * X * Q = (2 ^ (j + 1) * 2 ^ (j + 1) : ℤ) • (P * P * Q) := by
        rw [hP]
        simp only [smul_mul_assoc, mul_smul_comm, smul_smul]
      refine ⟨m • P + (2 ^ j : ℤ) • (P * P * Q), ?_⟩
      calc X = (2 * m) • X + X * X * Q := h
        _ = (2 * m) • ((2 ^ (j + 1) : ℤ) • P)
            + (2 ^ (j + 1) * 2 ^ (j + 1) : ℤ) • (P * P * Q) := by rw [hsq, ← hP]
        _ = (2 ^ (j + 1 + 1) : ℤ) • (m • P + (2 ^ j : ℤ) • (P * P * Q)) := by module
  -- a non-zero entry is too small to be divisible by a large power of two
  ext i l
  by_contra hne
  obtain ⟨P, hP⟩ := key (X i l).natAbs
  have hd : (2 ^ ((X i l).natAbs + 1) : ℤ) ∣ X i l := by
    refine ⟨P i l, ?_⟩
    have h1 := congrFun (congrFun hP i) l
    simpa only [Matrix.smul_apply, smul_eq_mul] using h1
  have h1 := Nat.le_of_dvd (Int.natAbs_pos.mpr hne) (Int.natAbs_dvd_natAbs.mpr hd)
  rw [Int.natAbs_pow, show Int.natAbs 2 = 2 from rfl] at h1
  have h2 : (X i l).natAbs + 1 < 2 ^ ((X i l).natAbs + 1) := Nat.lt_two_pow_self
  omega

/-- Powers of `1 + X` to first order in `X`, with a remainder that contains `X²`. -/
theorem one_add_pow_expand (X : Matrix n n ℤ) (k : ℕ) :
    ∃ Q : Matrix n n ℤ, (1 + X) ^ k = 1 + (k : ℤ) • X + X * X * Q := by
  induction k with
  | zero => exact ⟨0, by simp⟩
  | succ k ih =>
    obtain ⟨Q, hQ⟩ := ih
    refine ⟨(k : ℤ) • (1 : Matrix n n ℤ) + Q + Q * X, ?_⟩
    rw [pow_succ, hQ]
    push_cast
    simp only [mul_add, add_mul, mul_one, one_mul, smul_mul_assoc, mul_smul_comm, mul_assoc]
    module

/-- The square of `1 + c N` for an integer `c`. -/
theorem one_add_smul_sq (c : ℤ) (N : Matrix n n ℤ) :
    (1 + c • N) ^ 2 = 1 + (2 * c) • N + (c * c) • (N * N) := by
  rw [pow_two]
  simp only [mul_add, add_mul, mul_one, one_mul, smul_mul_assoc, mul_smul_comm]
  module

/-- A lattice symmetry of finite order that agrees with the identity modulo 4 is the identity. -/
theorem eq_one_of_congruent_four (k : ℕ) (hk : 1 ≤ k) (M : Matrix n n ℤ)
    (hM : M ^ k = 1) (h4 : CongruentToOne 4 M) : M = 1 := by
  induction k using Nat.strong_induction_on generalizing M with
  | h k ih =>
    obtain ⟨N, rfl⟩ := (congruentToOne_iff 4 M).mp h4
    obtain ⟨m, hm | hm⟩ := Nat.even_or_odd' k
    · -- even order: the square has smaller order, hence is the identity
      have hs : (1 + (4 : ℤ) • N) ^ 2 = 1 := by
        refine ih m (by omega) (by omega) _ (by rw [← pow_mul, ← hm, hM]) ?_
        refine (congruentToOne_iff 4 _).mpr ⟨(2 : ℤ) • N + (4 : ℤ) • (N * N), ?_⟩
        rw [one_add_smul_sq]
        module
      rw [one_add_smul_sq] at hs
      have hN : N = (2 : ℤ) • (-(N * N)) := by
        ext i j
        have h1 := congrFun (congrFun hs i) j
        simp only [Matrix.add_apply, Matrix.smul_apply, smul_eq_mul] at h1
        simp only [Matrix.smul_apply, Matrix.neg_apply, smul_eq_mul]
        linarith
      have hz : N = 0 := by
        refine eq_zero_of_descent N (-(N * N)) ((-2 : ℤ) • (1 : Matrix n n ℤ)) 0 hN ?_
        rw [mul_smul_comm, mul_one]
        linear_combination (norm := module) hN
      rw [hz, smul_zero, add_zero]
    · -- odd order: the first-order term already forces the descent
      obtain ⟨Q, hQ⟩ := one_add_pow_expand ((4 : ℤ) • N) k
      rw [hM, hm] at hQ
      push_cast at hQ
      have hz : (4 : ℤ) • N = 0 := by
        refine eq_zero_of_descent _ ((2 : ℤ) • N) (-Q) (-(m : ℤ)) (by module) ?_
        rw [mul_neg]
        linear_combination (norm := module) -hQ
      rw [hz, add_zero]

end CrystallographicParity
```

Compiling this gives:

```
Main.lean:116:36: error: ring failed, ring expressions not equal
n : Type u_1
inst✝¹ : Fintype n
inst✝ : DecidableEq n
k : ℕ
ih : ∀ m < k, 1 ≤ m → ∀ (M : Matrix n n ℤ), M ^ m = 1 → CongruentToOne 4 M → M = 1
hk : 1 ≤ k
N : Matrix n n ℤ
hM : (1 + 4 • N) ^ k = 1
h4 : CongruentToOne 4 (1 + 4 • N)
m : ℕ
hm : k = 2 * m + 1
Q : Matrix n n ℤ
hQ : 1 = 1 + (2 * ↑m + 1) • 4 • N + 4 • N * 4 • N * Q
⊢ -1 = 0
```

The error is in the odd case. The descent lemma leaves a goal whose right-hand side is `(2 * -↑m) • (4 • N) + 4 • N * 4 • N * -Q`. The step `rw [mul_neg]` was meant to take the sign out of the matrix product, but its pattern, a product with a negated right factor, also fits the integer product `2 * -↑m`. That match came first and fixed the rewrite to integers, so the matrix product kept its `-Q`.

`module` does not take a sign out of a product of matrices, so it treated the product with `-Q` and the one with `Q` in `hQ` as unrelated terms. They could not cancel, and comparing coefficients left the false equation `-1 = 0`, which `ring` could not prove.

In `mul_neg _ Q` the negated factor has to be `Q`, so the rewrite can only act on the matrix product. Both products are then written with `Q`, and they cancel.

The two comment changes are tidying and don't affect compilation. They say "exponent" because `k` need not be the order of `M`, and they describe the two steps more exactly.

The change, after which it compiles:

```diff
@@ -89,5 +89,5 @@
     obtain ⟨N, rfl⟩ := (congruentToOne_iff 4 M).mp h4
     obtain ⟨m, hm | hm⟩ := Nat.even_or_odd' k
-    · -- even order: the square has smaller order, hence is the identity
+    · -- even exponent: the square satisfies the hypotheses with half the exponent, hence is the identity
       have hs : (1 + (4 : ℤ) • N) ^ 2 = 1 := by
         refine ih m (by omega) (by omega) _ (by rw [← pow_mul, ← hm, hM]) ?_
@@ -107,5 +107,5 @@
         linear_combination (norm := module) hN
       rw [hz, smul_zero, add_zero]
-    · -- odd order: the first-order term already forces the descent
+    · -- odd exponent: the expansion of the power puts `4 N` in the form required by the descent
       obtain ⟨Q, hQ⟩ := one_add_pow_expand ((4 : ℤ) • N) k
       rw [hM, hm] at hQ
@@ -113,5 +113,5 @@
       have hz : (4 : ℤ) • N = 0 := by
         refine eq_zero_of_descent _ ((2 : ℤ) • N) (-Q) (-(m : ℤ)) (by module) ?_
-        rw [mul_neg]
+        rw [mul_neg _ Q]
         linear_combination (norm := module) -hQ
       rw [hz, add_zero]
```
